# Momentum selection rule and matrix element for exciton–phonon coupling on a finite momentum grid

An exciton in a crystal can absorb a phonon and leave with a different momentum. The lattice distortion acts on the electron and on the hole, and the two contributions enter with opposite signs. Given the phonon couplings within the conduction and valence bands and the momentum-space envelopes of the initial and final excitons, what is the first-order scattering amplitude, and when do the two contributions cancel?

## Electron and hole contributions

Let the crystal momenta form a finite abelian group $G$, such as a uniform $\Gamma$-centred $k$-grid with addition modulo reciprocal lattice vectors. An exciton of total momentum $Q$ has its electron at $k+Q$ in the conduction bands and its empty valence state at $k$. Its amplitude is a matrix $A(k)$ with a conduction index $c$ and a valence index $v$. Writing $[\,\cdot\,]$ for 1 if a condition holds and 0 otherwise, the pair wavefunction is

$$\Psi_{Q,A}(p,c;k,v)=[p=k+Q]\,A(k)_{cv}.$$

A phonon of momentum $q$ acts in the conduction and valence manifolds through matrices $V_c$ and $V_v$, which take a state at $k$ to $k+q$ with band matrices $g_c(k)$ and $g_v(k)$. On pairs it acts as $W=V_c\otimes 1-1\otimes V_v^{T}$. The minus sign and the transpose express that the second particle is a missing valence electron.

The claim is that $\langle\Psi_{Q',A'}|W|\Psi_{Q,A}\rangle$ vanishes unless $Q'=Q+q$, where it equals

$$\sum_k \mathrm{tr}\big[A'(k)^\dagger\big(g_c(k+Q)A(k)-A(k+q)g_v(k)\big)\big].$$

The electron term at $(p,c;k,v)$ is

$$\sum_{p',c'}[p=p'+q]\,g_c(p')_{cc'}\,[p'=k+Q]\,A(k)_{c'v}
=[p=k+Q+q]\,\big(g_c(k+Q)A(k)\big)_{cv}.$$

In the hole term the transpose exchanges the initial and final valence states:

$$\sum_{k',v'}[k'=k+q]\,g_v(k)_{v'v}\,[p=k'+Q]\,A(k')_{cv'}
=[p=k+Q+q]\,\big(A(k+q)g_v(k)\big)_{cv}.$$

Both terms have the support of an exciton of momentum $Q+q$. Their difference is therefore $\Psi_{Q+q,\tilde A}$ with

$$\tilde A(k)=g_c(k+Q)A(k)-A(k+q)g_v(k).$$

The overlap of $\Psi_{Q',A'}$ with this state contains the factor $[p=k+Q'][p=k+Q+q]$, which vanishes for all $p$ and $k$ unless $Q'=Q+q$. If the momenta agree, the sum over $p$ leaves one term, and

$$\sum_{k,c,v}\overline{A'(k)_{cv}}\,\tilde A(k)_{cv}=\sum_k\mathrm{tr}\big[A'(k)^\dagger\tilde A(k)\big].$$

These states are not normalised. For nonzero envelopes, the normalised amplitude is this value divided by $\sqrt{\sum_k\mathrm{tr}[A'(k)^\dagger A'(k)]}\,\sqrt{\sum_k\mathrm{tr}[A(k)^\dagger A(k)]}$.

## Cancellation with one band of each kind

With one conduction and one valence band, write $a(k)$ for the scalar envelope. The operator $W$ maps the exciton state to zero, so that the phonon does not scatter it at first order, exactly when

$$g_c(k+Q)\,a(k)=g_v(k)\,a(k+q)\quad\text{for every }k.$$

Suppose that this holds for every envelope $a$. At $q=0$, choosing $a=1$ gives $g_c(k+Q)=g_v(k)$ for all $k$, and this condition is clearly sufficient. At $q\neq0$, the values $a(k)$ and $a(k+q)$ can be chosen independently. An envelope concentrated at $k$ forces $g_c(k+Q)=0$, and one concentrated at $k+q$ forces $g_v(k)=0$. Both couplings must then vanish everywhere.

A particular exciton can still escape scattering at $q\ne0$: if both couplings equal the same constant, $W$ maps the exciton with a constant envelope to zero.

## Vertices, excitons and pairs in Lean

Momenta live in `G`, while `C` and `V` index finite sets of conduction and valence bands.

```lean
import Mathlib

open Matrix
open scoped Kronecker

namespace ExcitonPhonon

noncomputable section

variable {G B C V X Y : Type*} [AddCommGroup G] [Fintype G] [DecidableEq G]
  [Fintype C] [DecidableEq C] [Fintype V] [DecidableEq V]
  [Fintype X] [DecidableEq X] [Fintype Y] [DecidableEq Y]
```

The one-particle vertex has its final state as row index and its initial state as column index. It describes a single Fourier component of the perturbation; phonon amplitude and occupation factors can be absorbed into `g`.

```lean
/-- One-particle coupling to a phonon of momentum `q`: an electron at `k` goes to `k + q`,
with the band matrix `g k` as amplitude. -/
def phononVertex (q : G) (g : G → Matrix B B ℂ) : Matrix (G × B) (G × B) ℂ :=
  Matrix.of fun x y => if x.1 = y.1 + q then g y.1 x.2 y.2 else 0
```

An exciton is a function on all electron–valence pairs, supported where the momenta differ by `Q`. Its envelope is arbitrary and need not solve a Bethe–Salpeter equation.

```lean
/-- Exciton of total momentum `Q` and envelope `A`: the conduction electron sits at `k + Q`,
the empty valence state at `k`, with amplitude `A k` in the band indices. -/
def exciton (Q : G) (A : G → Matrix C V ℂ) : (G × C) × (G × V) → ℂ :=
  fun p => if p.1.1 = p.2.1 + Q then A p.2.1 p.1.2 p.2.2 else 0
```

The pair operator is postulated in the form $W$. It leaves out phonon-induced mixing between valence and conduction bands, as well as changes in the electron–hole interaction.

```lean
/-- The phonon perturbation on electron-hole pairs, `Vc ⊗ 1 - 1 ⊗ Vvᵀ`. -/
def pairPerturbation (q : G) (gc : G → Matrix C C ℂ) (gv : G → Matrix V V ℂ) :
    Matrix ((G × C) × (G × V)) ((G × C) × (G × V)) ℂ :=
  phononVertex q gc ⊗ₖ (1 : Matrix (G × V) (G × V) ℂ)
    - (1 : Matrix (G × C) (G × C) ℂ) ⊗ₖ (phononVertex q gv)ᵀ
```

Scalar functions enter the same framework as one-by-one matrices.

```lean
/-- A scalar function of momentum, read as a matrix between single bands. -/
def oneBand (f : G → ℂ) : G → Matrix Unit Unit ℂ :=
  fun k => Matrix.of fun _ _ => f k
```

## How the momentum sums collapse

The next two lemmas say that each Kronecker factor acts on one particle and leaves the other index alone. The identity matrix removes one of the two sums.

```lean
omit [DecidableEq X] in
/-- An operator `M ⊗ 1` acts on the first particle of a pair only. -/
theorem kronecker_one_mulVec (M : Matrix X X ℂ) (ψ : X × Y → ℂ) (x : X) (y : Y) :
    ((M ⊗ₖ (1 : Matrix Y Y ℂ)) *ᵥ ψ) (x, y) = ∑ x', M x x' * ψ (x', y) := by
  simp [Matrix.mulVec, dotProduct, Fintype.sum_prod_type, Matrix.one_apply]

omit [DecidableEq Y] in
/-- An operator `1 ⊗ N` acts on the second particle of a pair only. -/
theorem one_kronecker_mulVec (N : Matrix Y Y ℂ) (ψ : X × Y → ℂ) (x : X) (y : Y) :
    (((1 : Matrix X X ℂ) ⊗ₖ N) *ᵥ ψ) (x, y) = ∑ y', N y y' * ψ (x, y') := by
  simp [Matrix.mulVec, dotProduct, Fintype.sum_prod_type_right, Matrix.one_apply]
```

The central theorem gives the new envelope. In its proof, `he` and `hh` are the electron and hole sums computed above.

```lean
/-- The phonon turns an exciton of momentum `Q` into one of momentum `Q + q`, with envelope
`gc (k + Q) A(k) - A(k + q) gv(k)`. -/
theorem pairPerturbation_mulVec_exciton (q Q : G) (gc : G → Matrix C C ℂ)
    (gv : G → Matrix V V ℂ) (A : G → Matrix C V ℂ) :
    pairPerturbation q gc gv *ᵥ exciton Q A
      = exciton (Q + q) (fun k => gc (k + Q) * A k - A (k + q) * gv k) := by
  funext ⟨⟨p, c⟩, ⟨k, v⟩⟩
  -- the electron scatters from `k + Q`
  have he : ∑ x', phononVertex q gc (p, c) x' * exciton Q A (x', (k, v))
      = if p = k + (Q + q) then (gc (k + Q) * A k) c v else 0 := by
    rw [Fintype.sum_prod_type, Finset.sum_eq_single (k + Q)]
    · by_cases h : p = k + (Q + q) <;>
        simp [phononVertex, exciton, h, add_assoc, Matrix.mul_apply]
    · intro b _ hb
      simp [exciton, hb]
    · simp
  -- the valence amplitude is drawn from `k + q`
  have hh : ∑ y', (phononVertex q gv)ᵀ (k, v) y' * exciton Q A ((p, c), y')
      = if p = k + (Q + q) then (A (k + q) * gv k) c v else 0 := by
    have e : k + q + Q = k + (Q + q) := by abel
    rw [Fintype.sum_prod_type, Finset.sum_eq_single (k + q)]
    · by_cases h : p = k + (Q + q) <;>
        simp [phononVertex, exciton, h, e, Matrix.mul_apply, mul_comm]
    · intro b _ hb
      simp [phononVertex, hb]
    · simp
  rw [pairPerturbation, Matrix.sub_mulVec, Pi.sub_apply, kronecker_one_mulVec,
    one_kronecker_mulVec, he, hh]
  by_cases h : p = k + (Q + q) <;> simp [exciton, h]
```

The proof turns on `Finset.sum_eq_single`. This lemma replaces a finite sum by its term at a chosen index, provided that every other term vanishes and that the chosen term would vanish if its index were absent from the summation set. The second condition is immediate here, because the sum runs over all of `G`. `Fintype.sum_prod_type` first separates the momentum sum from the band sum, so that the lemma acts on momentum alone and the band sum survives as a matrix product.

The chosen index is `k + Q` for the electron, where the exciton's support removes the other terms. For the hole it is `k + q`, and there the vertex removes them. The equation `e` reorders the momenta so that both results carry the same condition on `p`.

The overlap theorem uses the same device to fix the electron momentum. For unequal total momenta, cancelling `k` in the group shows that no pair lies in both supports.

```lean
omit [DecidableEq C] [DecidableEq V] in
/-- Excitons of different total momentum are orthogonal; at equal momentum the overlap is the
sum over `k` of the traces of `A'(k)† A(k)`. -/
theorem exciton_overlap (Q' Q : G) (A' A : G → Matrix C V ℂ) :
    star (exciton Q' A') ⬝ᵥ exciton Q A
      = if Q' = Q then ∑ k, ((A' k)ᴴ * A k).trace else 0 := by
  by_cases h : Q' = Q
  · subst h
    rw [if_pos rfl, dotProduct, Fintype.sum_prod_type_right, Fintype.sum_prod_type]
    refine Finset.sum_congr rfl fun k _ => ?_
    rw [Matrix.trace]
    refine Finset.sum_congr rfl fun v _ => ?_
    -- the electron momentum is fixed by the valence momentum
    rw [Fintype.sum_prod_type, Finset.sum_eq_single (k + Q')]
    · simp [exciton, Matrix.mul_apply]
    · intro b _ hb
      simp [exciton, hb]
    · simp
  · rw [if_neg h, dotProduct]
    refine Finset.sum_eq_zero ?_
    rintro ⟨⟨p, c⟩, ⟨k, v⟩⟩ _
    by_cases h1 : p = k + Q'
    · have h2 : p ≠ k + Q := fun h2 => h (add_left_cancel (h1.symm.trans h2))
      simp [exciton, h2]
    · simp [exciton, h1]
```

In the matrix element, `star` conjugates the final state and `⬝ᵥ` sums over pairs, which together give the usual inner product. The proof consists of the two preceding results.

```lean
/-- **Exciton-phonon matrix element.** It vanishes unless `Q' = Q + q`, where it is the sum over
`k` of the traces of `A'(k)† (gc(k + Q) A(k) - A(k + q) gv(k))`. -/
theorem exciton_phonon_element (q Q Q' : G) (gc : G → Matrix C C ℂ)
    (gv : G → Matrix V V ℂ) (A A' : G → Matrix C V ℂ) :
    star (exciton Q' A') ⬝ᵥ (pairPerturbation q gc gv *ᵥ exciton Q A)
      = if Q' = Q + q then
          ∑ k, ((A' k)ᴴ * (gc (k + Q) * A k - A (k + q) * gv k)).trace
        else 0 := by
  rw [pairPerturbation_mulVec_exciton, exciton_overlap]
```

This expression combines exciton envelopes with electron–phonon couplings on a finite momentum grid, within a model that keeps only conduction–valence pairs and the phonon coupling inside each of the two band manifolds. In the scalar case the trace disappears.

```lean
/-- The matrix element for one conduction and one valence band, with scalar couplings and
envelopes. -/
theorem exciton_phonon_element_oneBand (q Q Q' : G) (gc gv a a' : G → ℂ) :
    star (exciton Q' (oneBand a')) ⬝ᵥ
        (pairPerturbation q (oneBand gc) (oneBand gv) *ᵥ exciton Q (oneBand a))
      = if Q' = Q + q then
          ∑ k, star (a' k) * (gc (k + Q) * a k - gv k * a (k + q))
        else 0 := by
  rw [exciton_phonon_element]
  simp [oneBand, Matrix.trace, Matrix.mul_apply, mul_comm]
```

## Conditions for decoupling

To read off the cancellation condition at `k`, the next proof evaluates the vanishing state at the pair `(k + (Q + q), k)`. Conversely, if the condition holds at every `k`, each component of the state is zero.

```lean
/-- With one band of each kind, the phonon perturbation maps an exciton state to zero exactly when
the electron and hole terms cancel at every `k`. -/
theorem annihilated_iff (q Q : G) (gc gv a : G → ℂ) :
    pairPerturbation q (oneBand gc) (oneBand gv) *ᵥ exciton Q (oneBand a) = 0
      ↔ ∀ k, gc (k + Q) * a k - gv k * a (k + q) = 0 := by
  rw [pairPerturbation_mulVec_exciton]
  constructor
  · intro h k
    have hk := congrFun h ((k + (Q + q), ()), (k, ()))
    simpa [exciton, oneBand, Matrix.mul_apply, mul_comm] using hk
  · intro h
    funext ⟨⟨p, c⟩, ⟨k, v⟩⟩
    have hk := h k
    rw [mul_comm (gv k)] at hk
    simp [exciton, oneBand, Matrix.mul_apply, hk]
```

The zero-momentum theorem quantifies over all envelopes at one fixed `Q`. The constant envelope supplies the necessary condition, as in the derivation by hand.

```lean
/-- The perturbation by a phonon of zero momentum maps all one-band exciton states of momentum `Q`
to zero exactly when the conduction coupling at `k + Q` equals the valence coupling at `k`, for
every `k`. -/
theorem decoupled_iff_of_zero_momentum (Q : G) (gc gv : G → ℂ) :
    (∀ a : G → ℂ,
      pairPerturbation 0 (oneBand gc) (oneBand gv) *ᵥ exciton Q (oneBand a) = 0)
      ↔ ∀ k, gc (k + Q) = gv k := by
  simp only [annihilated_iff, add_zero]
  constructor
  · intro h k
    have hk := h (fun _ => 1) k
    linear_combination hk
  · intro h a k
    rw [h k, sub_self]
```

For nonzero `q`, the proof uses envelopes concentrated at `k - Q` and at `k + q`. The hypothesis `hq` ensures that the other term vanishes in each case. The resulting condition doesn't depend on `Q`.

```lean
/-- The perturbation by a phonon of nonzero momentum maps all one-band exciton states of momentum
`Q` to zero only if both couplings vanish identically, and conversely. -/
theorem decoupled_iff_of_ne_zero {q : G} (hq : q ≠ 0) (Q : G) (gc gv : G → ℂ) :
    (∀ a : G → ℂ,
      pairPerturbation q (oneBand gc) (oneBand gv) *ᵥ exciton Q (oneBand a) = 0)
      ↔ (∀ k, gc k = 0) ∧ ∀ k, gv k = 0 := by
  simp only [annihilated_iff]
  constructor
  · intro h
    -- envelopes concentrated at one momentum isolate each coupling
    refine ⟨fun k => ?_, fun k => ?_⟩
    · have hk := h (fun p => if p = k - Q then 1 else 0) (k - Q)
      simpa [hq] using hk
    · have hk := h (fun p => if p = k + q then 1 else 0) k
      simpa [hq] using hk
  · rintro ⟨hc, hv⟩ a k
    simp [hc, hv]

end

end ExcitonPhonon
```

```lean
#print axioms ExcitonPhonon.exciton_phonon_element
#print axioms ExcitonPhonon.exciton_phonon_element_oneBand
#print axioms ExcitonPhonon.decoupled_iff_of_zero_momentum
#print axioms ExcitonPhonon.decoupled_iff_of_ne_zero
```

```
'ExcitonPhonon.exciton_phonon_element' depends on axioms: [propext, Classical.choice, Quot.sound]
'ExcitonPhonon.exciton_phonon_element_oneBand' depends on axioms: [propext, Classical.choice, Quot.sound]
'ExcitonPhonon.decoupled_iff_of_zero_momentum' depends on axioms: [propext, Classical.choice, Quot.sound]
'ExcitonPhonon.decoupled_iff_of_ne_zero' depends on axioms: [propext, Classical.choice, Quot.sound]
```

## The same coupling in second quantisation

Another model would start from a filled valence band and create the exciton with fermionic operators, one adding a conduction electron and one removing a valence electron. The minus sign and the transpose would then follow from the anticommutation relations instead of being part of the definition of `pairPerturbation`. At $q=0$ the filled valence band would also contribute the constant $\sum_k\mathrm{tr}\,g_v(k)$. Normal ordering with respect to the filled band removes this constant; if it were kept, it would change the zero-momentum decoupling condition. The pair model used here needs less machinery and describes the phonon's action relative to the filled band from the outset.
